# Quantum metric and Berry curvature in Landau levels: the trace condition

One way to compare a computed Chern band with the lowest Landau level is to subtract the magnitude of the Berry curvature from the trace of the quantum metric at each crystal momentum. The trace condition says that this difference is zero. The reference values for that comparison are derived here for single-particle states of one oscillator mode, without interactions or a lattice.

## Ladder operators and cyclotron coordinates

The states form a complex inner-product space \(E\). The inner product \(\langle x,y\rangle\) is linear in \(y\) and conjugate-linear in \(x\).

```lean
import Mathlib

open scoped InnerProductSpace ComplexConjugate

namespace LandauQuantumMetric

noncomputable section

variable {E : Type*} [NormedAddCommGroup E] [InnerProductSpace ℂ E]
```

The linear maps \(a\) and \(b\) satisfy \(\langle ax,y\rangle=\langle x,by\rangle\) and \(ab-ba=1\). In a magnetic field they lower and raise the Landau level. These relations are assumed in `IsLadderPair`, not derived from a Hamiltonian. Both maps act on all of \(E\), so a nonzero \(E\) must be infinite-dimensional and incomplete; the Schwartz functions are an example.

```lean
/-- Ladder operators: `a` and `b` are mutually adjoint and `ab - ba = 1`. -/
structure IsLadderPair (a b : E →ₗ[ℂ] E) : Prop where
  adj : ∀ x y, ⟪a x, y⟫_ℂ = ⟪x, b y⟫_ℂ
  comm : ∀ x, a (b x) - b (a x) = x
```

The coordinates describe the cyclotron motion about the guiding centre, with \(l\) the magnetic length:
\[
X=\frac{l}{\sqrt2}(a+b),\qquad Y=\frac{l}{i\sqrt2}(a-b).
\]

```lean
/-- The coordinate `X = l (a + b) / √2`. -/
def posX (l : ℝ) (a b : E →ₗ[ℂ] E) : E →ₗ[ℂ] E :=
  ((l / Real.sqrt 2 : ℝ) : ℂ) • (a + b)

/-- The coordinate `Y = l (a - b) / (i √2)`. -/
def posY (l : ℝ) (a b : E →ₗ[ℂ] E) : E →ₗ[ℂ] E :=
  (((l / Real.sqrt 2 : ℝ) : ℂ) / Complex.I) • (a - b)
```

For operators \(A,B\) and a normalised state \(\varphi\) (the Lean definition accepts any vector, but the results on metric and curvature assume \(\|\varphi\|=1\)), the quantum geometric tensor is
\[
Q(A,B)=\langle A\varphi,B\varphi\rangle-\langle A\varphi,\varphi\rangle\langle\varphi,B\varphi\rangle .
\]
It is built from coordinates, not from momentum derivatives of Bloch states, and the guiding-centre degeneracy is left out. For a Landau level both constructions give the same metric trace and curvature magnitude, since the guiding-centre coordinates do not couple different levels; that is not proved here.

```lean
/-- The quantum geometric tensor `⟨Aφ, Bφ⟩ - ⟨Aφ, φ⟩⟨φ, Bφ⟩` of a state `φ`. -/
def geomTensor (A B : E →ₗ[ℂ] E) (φ : E) : ℂ :=
  ⟪A φ, B φ⟫_ℂ - ⟪A φ, φ⟫_ℂ * ⟪φ, B φ⟫_ℂ
```

The metric is the real part of \(Q\), with trace \(\operatorname{Re}[Q(X,X)+Q(Y,Y)]\).

```lean
/-- The trace of the quantum metric, the real part of the geometric tensor. -/
def metricTrace (A B : E →ₗ[ℂ] E) (φ : E) : ℝ :=
  (geomTensor A A φ).re + (geomTensor B B φ).re
```

The curvature is \(-2\operatorname{Im}Q(X,Y)\); the opposite sign convention would leave its magnitude unchanged.

```lean
/-- The Berry curvature, `-2` times the imaginary part of the geometric tensor. -/
def curvature (A B : E →ₗ[ℂ] E) (φ : E) : ℝ :=
  -2 * (geomTensor A B φ).im
```

## (a) The adjoint relation reversed

**Task.** Show that \(\langle bx,y\rangle=\langle x,ay\rangle\) for all \(x,y\).

**Solution.** Conjugate, apply the given relation, and conjugate back:
\[
\langle bx,y\rangle=\overline{\langle y,bx\rangle}=\overline{\langle ay,x\rangle}=\langle x,ay\rangle .
\]
The three rewrites in the proof are these three equalities.

```lean
variable {a b : E →ₗ[ℂ] E}

/-- The adjoint relation read in the other direction: `⟨bx, y⟩ = ⟨x, ay⟩`. -/
theorem IsLadderPair.adj_right (h : IsLadderPair a b) (x y : E) :
    ⟪b x, y⟫_ℂ = ⟪x, a y⟫_ℂ := by
  rw [← inner_conj_symm (b x) y, ← h.adj, inner_conj_symm]
```

## (b) Squared norms as complex numbers

**Task.** Show that \(\langle x,x\rangle=\|x\|^2\) as an equation in \(\mathbb C\).

**Solution.** Conjugate symmetry makes \(\langle x,x\rangle\) real, and the norm is its square root. The lemma lets later proofs pass between complex inner products and real norms.

```lean
/-- The inner product of a vector with itself is its squared norm. -/
theorem inner_self_real (x : E) : ⟪x, x⟫_ℂ = ((‖x‖ ^ 2 : ℝ) : ℂ) := by
  rw [inner_self_eq_norm_sq_to_K]
  exact (Complex.ofReal_pow _ _).symm
```

## (c) Mean coordinates

**Task.** With \(m=\langle\varphi,a\varphi\rangle\), show that
\[
\langle\varphi,X\varphi\rangle=\sqrt2\,l\operatorname{Re}m,\qquad
\langle\varphi,Y\varphi\rangle=\sqrt2\,l\operatorname{Im}m .
\]

**Solution.** The adjoint relation gives \(\langle\varphi,b\varphi\rangle=\langle a\varphi,\varphi\rangle=\bar m\). Hence
\[
\langle\varphi,X\varphi\rangle=\frac{l}{\sqrt2}(m+\bar m),\qquad
\langle\varphi,Y\varphi\rangle=\frac{l}{i\sqrt2}(m-\bar m),
\]
and \(m+\bar m=2\operatorname{Re}m\), \(m-\bar m=2i\operatorname{Im}m\). The identities hold for any \(\varphi\); for a nonzero \(\varphi\) that is not normalised, the expectation values are these numbers divided by \(\|\varphi\|^2\). In the proof, `hb` is the relation for \(\bar m\).

```lean
/-- `⟨φ, Xφ⟩` and `⟨φ, Yφ⟩` are `√2 l` times the real and imaginary parts of `⟨φ, aφ⟩`. -/
theorem position_means (h : IsLadderPair a b) (l : ℝ) (φ : E) :
    ⟪φ, posX l a b φ⟫_ℂ = ((l / Real.sqrt 2 * (2 * (⟪φ, a φ⟫_ℂ).re) : ℝ) : ℂ) ∧
    ⟪φ, posY l a b φ⟫_ℂ = ((l / Real.sqrt 2 * (2 * (⟪φ, a φ⟫_ℂ).im) : ℝ) : ℂ) := by
  have hb : ⟪φ, b φ⟫_ℂ = conj ⟪φ, a φ⟫_ℂ := by rw [← h.adj, inner_conj_symm]
  constructor
  · simp only [posX, LinearMap.smul_apply, LinearMap.add_apply, inner_smul_right,
      inner_add_right]
    rw [hb, Complex.add_conj]
    exact (Complex.ofReal_mul _ _).symm
  · simp only [posY, LinearMap.smul_apply, LinearMap.sub_apply, inner_smul_right,
      inner_sub_right, Complex.div_I]
    rw [hb, Complex.sub_conj, Complex.ofReal_mul (l / Real.sqrt 2) (2 * (⟪φ, a φ⟫_ℂ).im)]
    linear_combination (-(((l / Real.sqrt 2 : ℝ) : ℂ) *
      ((2 * (⟪φ, a φ⟫_ℂ).im : ℝ) : ℂ))) * Complex.I_sq
```

## (d) Second moments

**Task.** For a unit \(\varphi\) and \(w=\langle b\varphi,a\varphi\rangle\), show that
\[
\begin{aligned}
\|X\varphi\|^2&=\tfrac{l^2}{2}\left(2\|a\varphi\|^2+1+\bar w+w\right),\\
\|Y\varphi\|^2&=\tfrac{l^2}{2}\left(2\|a\varphi\|^2+1-\bar w-w\right),\\
\langle X\varphi,Y\varphi\rangle&=\tfrac{il^2}{2}\left(1+\bar w-w\right).
\end{aligned}
\]

**Solution.** The commutator gives
\[
\|b\varphi\|^2=\langle\varphi,ab\varphi\rangle=\langle\varphi,ba\varphi\rangle+1=\|a\varphi\|^2+1 .
\]
Expanding \(\|(a\pm b)\varphi\|^2=\|a\varphi\|^2+\|b\varphi\|^2\pm(\bar w+w)\) yields the first two lines. For the third,
\[
\langle X\varphi,Y\varphi\rangle=\frac{l^2}{2i}\left(\|a\varphi\|^2-\bar w+w-\|b\varphi\|^2\right)=\frac{l^2}{2i}(-1-\bar w+w).
\]
In Lean, `hv` is the norm relation and `hc` squares the prefactor; `simp only` expands the inner products and `linear_combination` collects the terms.

```lean
/-- The second moments of the two coordinates in any unit state, in terms of the
ladder operators. -/
theorem position_moments (h : IsLadderPair a b) (l : ℝ) {φ : E} (hφ : ‖φ‖ = 1) :
    ⟪posX l a b φ, posX l a b φ⟫_ℂ =
      (l : ℂ) ^ 2 / 2 * (2 * ⟪a φ, a φ⟫_ℂ + 1 + ⟪a φ, b φ⟫_ℂ + ⟪b φ, a φ⟫_ℂ) ∧
    ⟪posY l a b φ, posY l a b φ⟫_ℂ =
      (l : ℂ) ^ 2 / 2 * (2 * ⟪a φ, a φ⟫_ℂ + 1 - ⟪a φ, b φ⟫_ℂ - ⟪b φ, a φ⟫_ℂ) ∧
    ⟪posX l a b φ, posY l a b φ⟫_ℂ =
      Complex.I * ((l : ℂ) ^ 2 / 2) * (1 + ⟪a φ, b φ⟫_ℂ - ⟪b φ, a φ⟫_ℂ) := by
  have hs : (l / Real.sqrt 2) ^ 2 = l ^ 2 / 2 := by
    rw [div_pow, Real.sq_sqrt (by norm_num)]
  have hc : ((l / Real.sqrt 2 : ℝ) : ℂ) ^ 2 = (l : ℂ) ^ 2 / 2 := by exact_mod_cast hs
  -- the commutator gives ‖bφ‖² = ‖aφ‖² + 1
  have hv : ⟪b φ, b φ⟫_ℂ = ⟪a φ, a φ⟫_ℂ + 1 := by
    have h1 : a (b φ) = b (a φ) + φ := by
      linear_combination (norm := module) h.comm φ
    rw [← h.adj, h1, inner_add_left, h.adj_right, inner_self_real φ, hφ]
    norm_num
  simp only [posX, posY, LinearMap.smul_apply, LinearMap.add_apply, LinearMap.sub_apply,
    inner_smul_left, inner_smul_right, inner_add_left, inner_add_right, inner_sub_left,
    inner_sub_right, Complex.div_I, map_neg, map_mul, Complex.conj_ofReal, Complex.conj_I]
  refine ⟨?_, ?_, ?_⟩
  · linear_combination (⟪a φ, a φ⟫_ℂ + ⟪a φ, b φ⟫_ℂ + ⟪b φ, a φ⟫_ℂ + ⟪b φ, b φ⟫_ℂ) * hc
      + (l : ℂ) ^ 2 / 2 * hv
  · linear_combination (⟪a φ, a φ⟫_ℂ - ⟪a φ, b φ⟫_ℂ - ⟪b φ, a φ⟫_ℂ + ⟪b φ, b φ⟫_ℂ) * hc
      + (l : ℂ) ^ 2 / 2 * hv - ((l / Real.sqrt 2 : ℝ) : ℂ) ^ 2 *
      (⟪a φ, a φ⟫_ℂ - ⟪a φ, b φ⟫_ℂ - ⟪b φ, a φ⟫_ℂ + ⟪b φ, b φ⟫_ℂ) * Complex.I_sq
  · linear_combination (-Complex.I *
      (⟪a φ, a φ⟫_ℂ - ⟪a φ, b φ⟫_ℂ + ⟪b φ, a φ⟫_ℂ - ⟪b φ, b φ⟫_ℂ)) * hc
      + Complex.I * (l : ℂ) ^ 2 / 2 * hv
```

## (e) Curvature of any unit state

**Task.** Show that the curvature is \(-l^2\) for every unit \(\varphi\).

**Solution.** Since \(\bar w-w=-2i\operatorname{Im}w\), part (d) gives
\[
\langle X\varphi,Y\varphi\rangle=l^2\operatorname{Im}w+\frac{il^2}{2}.
\]
The means in (c) are real, so their product does not change the imaginary part. Thus \(\operatorname{Im}Q(X,Y)=l^2/2\). The auxiliary statement `e` is the split into real and imaginary parts.

```lean
/-- The Berry curvature equals `-l²` in every unit state. -/
theorem curvature_eq (h : IsLadderPair a b) (l : ℝ) {φ : E} (hφ : ‖φ‖ = 1) :
    curvature (posX l a b) (posY l a b) φ = -l ^ 2 := by
  have e : ∀ w : ℂ, Complex.I * ((l : ℂ) ^ 2 / 2) * (1 + conj w - w) =
      ((l ^ 2 * w.im : ℝ) : ℂ) + ((l ^ 2 / 2 : ℝ) : ℂ) * Complex.I := by
    intro w
    have hw := Complex.sub_conj w
    push_cast at hw ⊢
    linear_combination (-Complex.I * (l : ℂ) ^ 2 / 2) * hw
      - (l : ℂ) ^ 2 * (w.im : ℂ) * Complex.I_sq
  unfold curvature geomTensor
  rw [(position_moments h l hφ).2.2, ← inner_conj_symm (posX l a b φ) φ,
    (position_means h l φ).1, (position_means h l φ).2, Complex.conj_ofReal,
    ← Complex.ofReal_mul, ← inner_conj_symm (a φ) (b φ), e]
  simp only [Complex.sub_im, Complex.add_im, Complex.mul_im, Complex.ofReal_im,
    Complex.ofReal_re, Complex.I_re, Complex.I_im]
  ring
```

## (f) Metric trace of any unit state

**Task.** Show that the metric trace of a unit \(\varphi\) is
\[
l^2+2l^2\|a\varphi-m\varphi\|^2 .
\]

**Solution.** In the sum of the second moments \(w\) cancels, leaving \(l^2(2\|a\varphi\|^2+1)\). The squared means add up to \(2l^2|m|^2\). The trace is therefore \(l^2+2l^2(\|a\varphi\|^2-|m|^2)\), and
\[
\|a\varphi-m\varphi\|^2=\|a\varphi\|^2-m\bar m-\bar m m+|m|^2=\|a\varphi\|^2-|m|^2 .
\]
The code calls this last identity `hvar` and the sum of moments `e`.

```lean
/-- In a unit state the metric trace is `l²` plus `2l²` times the squared norm of `aφ - ⟨φ, aφ⟩φ`.
-/
theorem metricTrace_eq (h : IsLadderPair a b) (l : ℝ) {φ : E} (hφ : ‖φ‖ = 1) :
    metricTrace (posX l a b) (posY l a b) φ =
      l ^ 2 + 2 * l ^ 2 * ‖a φ - ⟪φ, a φ⟫_ℂ • φ‖ ^ 2 := by
  have hs : (l / Real.sqrt 2) ^ 2 = l ^ 2 / 2 := by
    rw [div_pow, Real.sq_sqrt (by norm_num)]
  have h1 : ⟪φ, φ⟫_ℂ = 1 := by rw [inner_self_real, hφ]; norm_num
  -- the part of aφ orthogonal to φ
  have hvar : ‖a φ - ⟪φ, a φ⟫_ℂ • φ‖ ^ 2 = ‖a φ‖ ^ 2 - Complex.normSq ⟪φ, a φ⟫_ℂ := by
    apply Complex.ofReal_injective
    rw [← inner_self_real (a φ - ⟪φ, a φ⟫_ℂ • φ), Complex.ofReal_sub,
      ← inner_self_real (a φ), ← Complex.mul_conj]
    simp only [inner_sub_left, inner_sub_right, inner_smul_left, inner_smul_right]
    rw [← inner_conj_symm (a φ) φ, h1]
    ring
  rw [Complex.normSq_apply] at hvar
  have e : ⟪posX l a b φ, posX l a b φ⟫_ℂ + ⟪posY l a b φ, posY l a b φ⟫_ℂ =
      ((l ^ 2 * (2 * ‖a φ‖ ^ 2 + 1) : ℝ) : ℂ) := by
    rw [(position_moments h l hφ).1, (position_moments h l hφ).2.1, inner_self_real (a φ)]
    push_cast
    ring
  have er := congrArg Complex.re e
  rw [Complex.add_re, Complex.ofReal_re] at er
  unfold metricTrace geomTensor
  rw [← inner_conj_symm (posX l a b φ) φ, ← inner_conj_symm (posY l a b φ) φ,
    (position_means h l φ).1, (position_means h l φ).2, Complex.conj_ofReal,
    Complex.conj_ofReal, ← Complex.ofReal_mul, ← Complex.ofReal_mul, Complex.sub_re,
    Complex.sub_re, Complex.ofReal_re, Complex.ofReal_re]
  linear_combination er - 4 * ((⟪φ, a φ⟫_ℂ).re ^ 2 + (⟪φ, a φ⟫_ℂ).im ^ 2) * hs
    - 2 * l ^ 2 * hvar
```

## (g) States that satisfy the trace condition

**Task.** For \(l>0\) and a unit \(\varphi\), show that the metric trace equals the curvature magnitude if and only if \(a\varphi=\alpha\varphi\) for some \(\alpha\in\mathbb C\).

**Solution.** By (e) and (f), equality means \(2l^2\|a\varphi-m\varphi\|^2=0\), hence \(a\varphi=m\varphi\). Conversely, \(a\varphi=\alpha\varphi\) gives \(m=\alpha\), and the norm vanishes. The two branches after `constructor` are these two directions.

```lean
/-- For `l > 0` and a unit state `φ`, the metric trace equals the curvature magnitude if and only if
`φ` is an eigenvector of `a`. -/
theorem trace_eq_curvature_iff (h : IsLadderPair a b) {l : ℝ} (hl : 0 < l) {φ : E}
    (hφ : ‖φ‖ = 1) :
    metricTrace (posX l a b) (posY l a b) φ = |curvature (posX l a b) (posY l a b) φ| ↔
      ∃ α : ℂ, a φ = α • φ := by
  rw [metricTrace_eq h l hφ, curvature_eq h l hφ, abs_neg, abs_of_nonneg (sq_nonneg l)]
  constructor
  · intro he
    have h0 : 2 * l ^ 2 * ‖a φ - ⟪φ, a φ⟫_ℂ • φ‖ ^ 2 = 0 := by linarith
    have hz := (mul_eq_zero.mp h0).resolve_left (by positivity)
    exact ⟨_, sub_eq_zero.mp (norm_eq_zero.mp ((pow_eq_zero_iff two_ne_zero).mp hz))⟩
  · rintro ⟨α, hα⟩
    have hm : ⟪φ, a φ⟫_ℂ = α := by
      rw [hα, inner_smul_right, inner_self_real, hφ]
      norm_num
    rw [hm, hα]
    simp
```

## (h) Matrix elements that vanish in a level

**Task.** Let \(ba\psi=n\psi\) with \(n\) real. Show that \(\langle\psi,a\psi\rangle=0\) and \(\langle b\psi,a\psi\rangle=0\).

**Solution.** The commutator applied to \(a\psi\), and then to \(a^2\psi\), gives
\[
ba(a\psi)=(n-1)a\psi,\qquad ba(a^2\psi)=(n-2)a^2\psi .
\]
Moving \(ba\) across the inner product yields
\[
n\langle\psi,a\psi\rangle=(n-1)\langle\psi,a\psi\rangle,\qquad
n\langle\psi,a^2\psi\rangle=(n-2)\langle\psi,a^2\psi\rangle .
\]
Both numbers vanish, and \(\langle b\psi,a\psi\rangle=\langle\psi,a^2\psi\rangle\) by (a). The lowering relations are `h1` and `h2`; the moves across the inner product are `h3` and `h4`.

```lean
/-- In a state with `baψ = nψ` the matrix elements `⟨ψ, aψ⟩` and `⟨bψ, aψ⟩` vanish. -/
theorem level_selection (h : IsLadderPair a b) {n : ℝ} {ψ : E}
    (hn : b (a ψ) = (n : ℂ) • ψ) : ⟪ψ, a ψ⟫_ℂ = 0 ∧ ⟪b ψ, a ψ⟫_ℂ = 0 := by
  -- ba(aψ) = (n - 1)aψ and ba(a²ψ) = (n - 2)a²ψ
  have h1 : b (a (a ψ)) = (n : ℂ) • a ψ - a ψ := by
    have hc := h.comm (a ψ)
    rw [hn, map_smul] at hc
    linear_combination (norm := module) -hc
  have h2 : b (a (a (a ψ))) = (n : ℂ) • a (a ψ) - (2 : ℂ) • a (a ψ) := by
    have hc := h.comm (a (a ψ))
    rw [h1, map_sub, map_smul] at hc
    linear_combination (norm := module) -hc
  have h3 : ⟪b (a ψ), a ψ⟫_ℂ = ⟪ψ, b (a (a ψ))⟫_ℂ := by rw [h.adj_right, h.adj]
  have h4 : ⟪b (a ψ), a (a ψ)⟫_ℂ = ⟪ψ, b (a (a (a ψ)))⟫_ℂ := by rw [h.adj_right, h.adj]
  rw [hn, h1, inner_smul_left, inner_sub_right, inner_smul_right, Complex.conj_ofReal] at h3
  rw [hn, h2, inner_smul_left, inner_sub_right, inner_smul_right, inner_smul_right,
    Complex.conj_ofReal] at h4
  refine ⟨by linear_combination h3, ?_⟩
  rw [h.adj_right]
  linear_combination (1 / 2 : ℂ) * h4
```

## (i) Moments in a level

**Task.** For a unit \(\psi\) with \(ba\psi=n\psi\), show that
\[
\begin{gathered}
\langle\psi,X\psi\rangle=\langle\psi,Y\psi\rangle=0,\\
\|X\psi\|^2=\|Y\psi\|^2=\left(n+\tfrac12\right)l^2,\qquad
\langle X\psi,Y\psi\rangle=\frac{il^2}{2}.
\end{gathered}
\]

**Solution.** Part (h) sets \(m=w=0\) in (c) and (d), and \(\|a\psi\|^2=\langle\psi,ba\psi\rangle=n\). The last relation also shows that \(n\ge0\), although the hypothesis only asks for a real number. In the proof, `Complex.ofReal_injective` carries the norm equations into \(\mathbb C\), where (d) applies.

```lean
/-- In a unit state with `baψ = nψ` both coordinates have mean zero and mean square
`(n + 1/2) l²`, and `⟨Xψ, Yψ⟩ = i l² / 2`. -/
theorem level_moments (h : IsLadderPair a b) (l : ℝ) {n : ℝ} {ψ : E} (hψ : ‖ψ‖ = 1)
    (hn : b (a ψ) = (n : ℂ) • ψ) :
    ⟪ψ, posX l a b ψ⟫_ℂ = 0 ∧ ⟪ψ, posY l a b ψ⟫_ℂ = 0 ∧
    ‖posX l a b ψ‖ ^ 2 = (n + 1 / 2) * l ^ 2 ∧ ‖posY l a b ψ‖ ^ 2 = (n + 1 / 2) * l ^ 2 ∧
    ⟪posX l a b ψ, posY l a b ψ⟫_ℂ = Complex.I * (l : ℂ) ^ 2 / 2 := by
  obtain ⟨s1, s2⟩ := level_selection h hn
  obtain ⟨m1, m2, m3⟩ := position_moments h l hψ
  have s3 : ⟪a ψ, b ψ⟫_ℂ = 0 := by rw [← inner_conj_symm, s2, map_zero]
  have hu : ⟪a ψ, a ψ⟫_ℂ = (n : ℂ) := by
    rw [h.adj, hn, inner_smul_right, inner_self_real, hψ]
    norm_num
  rw [s2, s3, hu] at m1 m2
  rw [s2, s3] at m3
  refine ⟨?_, ?_, ?_, ?_, ?_⟩
  · rw [(position_means h l ψ).1, s1]; simp
  · rw [(position_means h l ψ).2, s1]; simp
  · apply Complex.ofReal_injective
    rw [← inner_self_real, m1]
    push_cast
    ring
  · apply Complex.ofReal_injective
    rw [← inner_self_real, m2]
    push_cast
    ring
  · rw [m3]; ring
```

## (j) The trace condition in a level

**Task.** For \(l>0\) and \(\psi\) as in (i), show that the metric trace is \((2n+1)l^2\) and the curvature magnitude is \(l^2\), and that they are equal if and only if \(a\psi=0\), the condition for the lowest Landau level.

**Solution.** Put \(m=0\) and \(\|a\psi\|^2=n\) into (f), and take the magnitude from (e). By (g), equality means \(a\psi=\alpha\psi\). Then \(\alpha=\langle\psi,a\psi\rangle=0\) by (h), so \(a\psi=0\). Conversely, \(a\psi=0\) is the eigenvalue equation with \(\alpha=0\).

```lean
/-- For `l > 0` and a unit state with `baψ = nψ`, the metric trace is `(2n + 1) l²` and the
curvature magnitude is `l²`; the two are equal if and only if `aψ = 0`. -/
theorem landau_level_metric (h : IsLadderPair a b) {l : ℝ} (hl : 0 < l) {n : ℝ} {ψ : E}
    (hψ : ‖ψ‖ = 1) (hn : b (a ψ) = (n : ℂ) • ψ) :
    metricTrace (posX l a b) (posY l a b) ψ = (2 * n + 1) * l ^ 2 ∧
    |curvature (posX l a b) (posY l a b) ψ| = l ^ 2 ∧
    (metricTrace (posX l a b) (posY l a b) ψ = |curvature (posX l a b) (posY l a b) ψ| ↔
      a ψ = 0) := by
  have hu : ‖a ψ‖ ^ 2 = n := by
    apply Complex.ofReal_injective
    rw [← inner_self_real, h.adj, hn, inner_smul_right, inner_self_real, hψ]
    norm_num
  refine ⟨?_, ?_, ?_⟩
  · rw [metricTrace_eq h l hψ, (level_selection h hn).1, zero_smul, sub_zero, hu]
    ring
  · rw [curvature_eq h l hψ, abs_neg, abs_of_nonneg (sq_nonneg l)]
  · rw [trace_eq_curvature_iff h hl hψ]
    constructor
    · rintro ⟨α, hα⟩
      -- an eigenvalue of a equals the mean of a, which vanishes
      have hm := (level_selection h hn).1
      rw [hα, inner_smul_right, inner_self_real, hψ] at hm
      have h0 : α = 0 := by simpa using hm
      rw [hα, h0, zero_smul]
    · intro h0
      exact ⟨0, by rw [h0, zero_smul]⟩

end

end LandauQuantumMetric
```

```lean
#print axioms LandauQuantumMetric.level_moments
#print axioms LandauQuantumMetric.landau_level_metric
```

```
'LandauQuantumMetric.level_moments' depends on axioms: [propext, Classical.choice, Quot.sound]
'LandauQuantumMetric.landau_level_metric' depends on axioms: [propext, Classical.choice, Quot.sound]
```

## A displaced Gaussian, and operators with domains

The following is argued by hand only. Without the hypothesis \(ba\psi=n\psi\), the equivalence in (j) fails. On the Schwartz functions of a real variable \(x\), take
\[
a=\frac{1}{\sqrt2}\left(x+\frac{d}{dx}\right),\qquad
b=\frac{1}{\sqrt2}\left(x-\frac{d}{dx}\right),\qquad
\varphi(x)=\pi^{-1/4}e^{-(x-1)^2/2}.
\]
Then \(a\varphi=\varphi/\sqrt2\neq0\), yet by (g) the metric trace equals the curvature magnitude.

The model could also use a Hilbert space, with \(a\) and \(b\) as unbounded operators on dense domains. The algebra would stay the same, but each state would need to lie in the domains of the operator products applied to it; the argument in (h), for instance, uses \(ba^3\psi\).
